# Genealogical spin functions: the sum rule $\sum_k (N-2k+1)\,f(N,k)=2^N$ from the branching diagram

## Definitions and conventions

Electrons $i=0,\dots,N-1$ are coupled one at a time to a core of spin $S_0$. Coupling a spin $\tfrac12$ to a total spin $S$ gives $S+\tfrac12$ or, if $S>0$, $S-\tfrac12$. Spins are recorded as the integer $2S$, and $h=2S_0$, with $h=0$ for bare electrons.

```lean
import Mathlib

open Finset
open scoped Classical

namespace GenealogicalSpinFunctions

noncomputable section

variable {N : ℕ}
```

A path $s$, of type `Fin N → Bool`, assigns electron $i$ a step $\sigma_i=\pm1$ in $2S$. Up and down refer to the total spin, not to the electron's projection.

```lean
/-- Change of `2S` on coupling one more electron: `+1` (up, `true`) or `-1` (down, `false`). -/
def step (b : Bool) : ℤ := if b then 1 else -1
```

The height after $m$ electrons is $H_m=h+\sum_{i<m}\sigma_i$, so $H_0=h$.

```lean
/-- The value of `2S` after the first `m` steps of the path `s`, starting from `2S₀ = h`. -/
def height (h : ℤ) (s : Fin N → Bool) (m : ℕ) : ℤ :=
  h + ∑ i : Fin N, if i.val < m then step (s i) else 0
```

A path is admissible when $H_m\ge0$ for $m=0,\dots,N$.

```lean
/-- A path of the branching diagram: every intermediate value of `2S` is nonnegative. -/
def Admissible (h : ℤ) (s : Fin N → Bool) : Prop := ∀ m ≤ N, 0 ≤ height h s m
```

Let $k$ be the number of down steps.

```lean
/-- The number of down steps of a path. -/
def downs (s : Fin N → Bool) : ℕ := (univ.filter fun i => s i = false).card
```

The number of admissible paths with $k$ down steps is $f_h(N,k)$, in Lean `f h N k`, and $f(N,k)=f_0(N,k)$.

```lean
/-- The number of admissible paths of length `N` from `2S₀ = h` with `k` down steps. -/
def f (h : ℤ) (N k : ℕ) : ℕ :=
  (univ.filter fun s : Fin N → Bool => Admissible h s ∧ downs s = k).card
```

Each admissible path labels one multiplet of genealogical spin functions, which for $h=0$ are spin factors of configuration state functions for $N$ singly occupied orbitals, with orbitals and antisymmetry left out of the model. The code contains no Hilbert space and no spin operators. The branching rule enters as the definition of admissibility, and concluding from a dimension count that the functions span the spin space presupposes their linear independence. The closed form $f(N,k)=\binom Nk-\binom N{k-1}$ for $h=0$ and $2k\le N$, with $\binom N{-1}=0$, is not among the theorems; the sums below are obtained without it.

## Removing the first electron

A path of length $N+1$ is a first step $b$, of value $\sigma=\pm1$, followed by a path $s$ of length $N$, written `Fin.cons b s`. Separating the first term of the sum shows that its height after $m+1$ steps from $h$ is the height of $s$ after $m$ steps from $h+\sigma$.

```lean
/-- A path with first step `b` continues as a path from the shifted start `h ± 1`. -/
theorem height_cons (h : ℤ) (b : Bool) (s : Fin N → Bool) (m : ℕ) :
    height h (Fin.cons b s : Fin (N + 1) → Bool) (m + 1) = height (h + step b) s m := by
  simp [height, Fin.sum_univ_succ, add_assoc]
```

The conditions $H_m\ge0$ therefore divide into $h\ge0$, from $m=0$, and admissibility of $s$ from $h+\sigma$.

```lean
/-- A path is admissible exactly when its start is nonnegative and the rest is admissible
from the shifted start. -/
theorem admissible_cons (h : ℤ) (b : Bool) (s : Fin N → Bool) :
    Admissible h (Fin.cons b s : Fin (N + 1) → Bool) ↔ 0 ≤ h ∧ Admissible (h + step b) s := by
  constructor
  · intro H
    refine ⟨by simpa [height] using H 0 (Nat.zero_le _), fun m hm => ?_⟩
    rw [← height_cons]
    exact H (m + 1) (by omega)
  · rintro ⟨h0, H⟩ m hm
    cases m with
    | zero => simpa [height] using h0
    | succ m =>
      rw [height_cons]
      exact H m (by omega)
```

## Final spin

Write $\sigma_i=1-2d_i$, with $d_i=1$ for a down step and $0$ otherwise (`h1`). Since $\sum_i d_i=k$, the final height is $H_N=h+N-2k$, that is $S=S_0+N/2-k$.

```lean
/-- The final value of `2S` is `h + N - 2k`, with `k` the number of down steps. -/
theorem height_end (h : ℤ) (s : Fin N → Bool) :
    height h s N = h + N - 2 * (downs s : ℤ) := by
  have h1 : ∀ i : Fin N, (if i.val < N then step (s i) else 0)
      = 1 - 2 * (if s i = false then (1 : ℤ) else 0) := by
    intro i
    rw [if_pos i.is_lt]
    cases s i <;> simp [step]
  have h2 : (∑ i : Fin N, if s i = false then (1 : ℤ) else 0) = (downs s : ℤ) := by
    rw [downs, Finset.sum_boole]
  have h3 : (∑ _i : Fin N, (1 : ℤ)) = N := by simp
  rw [height, Finset.sum_congr rfl fun i _ => h1 i, Finset.sum_sub_distrib, ← Finset.mul_sum,
    h2, h3]
  ring
```

Admissibility at $m=N$ then gives $f_h(N,k)=0$ whenever $2k>h+N$.

```lean
/-- No admissible path has more than `(h + N)/2` down steps. -/
theorem f_eq_zero (h : ℤ) (N k : ℕ) (hk : h + N < 2 * (k : ℤ)) : f h N k = 0 := by
  rw [f, Finset.card_eq_zero, Finset.filter_eq_empty_iff]
  rintro s _ ⟨ha, hd⟩
  have := ha N le_rfl
  rw [height_end, hd] at this
  omega
```

## The transfer theorem

Let $u(n,j)$, for natural $n$ and integer $j$, take values in a commutative additive monoid and satisfy
$$u(n,-1)=0,\qquad u(n+1,j)=u(n,j+1)+u(n,j-1)\quad(j\ge0),$$
which are `hb` and `hr`. Here $n$ counts the electrons still to be coupled and $j$ is the current $2S$. For every integer $h\ge-1$, the sum $P(N,h)$ of $u(0,H_N)$ over admissible paths equals $u(N,h)$.

The induction on $N$ runs over all $h$ at once, and $h=-1$ is included because a down step from $0$ lands there. For $h=-1$ no path is admissible and both sides vanish (`wall`). For $N=0$, $h\ge0$, the empty path contributes $u(0,h)$. For $h\ge0$, sorting paths by their first step (`split`) and shifting the start (`key`) gives
$$P(N+1,h)=P(N,h+1)+P(N,h-1)=u(N,h+1)+u(N,h-1)=u(N+1,h).$$

```lean
/-- If `u` obeys the branching recursion and vanishes at `2S = -1`, the sum of `u 0` at the
final `2S` over all admissible paths of length `N` from `h ≥ -1` equals `u N h`. -/
theorem path_sum_rule {R : Type*} [AddCommMonoid R] (u : ℕ → ℤ → R)
    (hb : ∀ n, u n (-1) = 0) (hr : ∀ n j, 0 ≤ j → u (n + 1) j = u n (j + 1) + u n (j - 1))
    (N : ℕ) (h : ℤ) (hh : -1 ≤ h) :
    (∑ s : Fin N → Bool, if Admissible h s then u 0 (height h s N) else 0) = u N h := by
  -- below the wall there is no admissible path
  have wall : ∀ N : ℕ, (∑ s : Fin N → Bool,
      if Admissible (-1) s then u 0 (height (-1) s N) else 0) = u N (-1) := by
    intro N
    rw [hb]
    refine Finset.sum_eq_zero fun s _ => if_neg fun H => ?_
    have := H 0 (Nat.zero_le _)
    simp [height] at this
  induction N generalizing h with
  | zero =>
    rcases hh.eq_or_lt with rfl | hlt
    · exact wall 0
    · have hA : ∀ s : Fin 0 → Bool, Admissible h s := by
        intro s m _
        simp only [height, Finset.univ_eq_empty, Finset.sum_empty]
        omega
      simp [hA, height]
  | succ N ih =>
    rcases hh.eq_or_lt with rfl | hlt
    · exact wall _
    have h0 : 0 ≤ h := by omega
    -- split the sum according to the first step
    have split : ∀ g : (Fin (N + 1) → Bool) → R, ∑ s, g s =
        ∑ s : Fin N → Bool, g (Fin.cons true s) + ∑ s : Fin N → Bool, g (Fin.cons false s) := by
      intro g
      calc ∑ s, g s = ∑ p : Bool × (Fin N → Bool), g (Fin.cons p.1 p.2) :=
            ((Fin.consEquiv fun _ => Bool).sum_comp g).symm
        _ = _ := by rw [Fintype.sum_prod_type, Fintype.sum_bool]
    have key : ∀ (b : Bool) (s : Fin N → Bool),
        (if Admissible h (Fin.cons b s : Fin (N + 1) → Bool)
          then u 0 (height h (Fin.cons b s : Fin (N + 1) → Bool) (N + 1)) else 0)
        = if Admissible (h + step b) s then u 0 (height (h + step b) s N) else 0 := by
      intro b s
      rw [height_cons]
      by_cases hs : Admissible (h + step b) s
      · rw [if_pos hs, if_pos ((admissible_cons h b s).2 ⟨h0, hs⟩)]
      · rw [if_neg hs, if_neg fun H => hs ((admissible_cons h b s).1 H).2]
    have e1 : step true = 1 := rfl
    have e2 : step false = -1 := rfl
    rw [split]
    simp only [key]
    rw [ih _ (by omega), ih _ (by omega), hr N h h0, e1, e2, sub_eq_add_neg]
```

From here on $h$ is a natural number. Paths with the same $k$ share the final height, so, for $u$ valued in a semiring,
$$\sum_{k=0}^{N}f_h(N,k)\,u(0,h+N-2k)=u(N,h).$$
The proof writes $f_h$ as a sum of indicators, exchanges the two sums, and keeps for each path only the term $k=$ `downs s`.

```lean
/-- The same sum rule with the paths grouped by their number `k` of down steps, for which
the final value of `2S` is `h + N - 2k`. -/
theorem branching_sum_rule {R : Type*} [Semiring R] (u : ℕ → ℤ → R)
    (hb : ∀ n, u n (-1) = 0) (hr : ∀ n j, 0 ≤ j → u (n + 1) j = u n (j + 1) + u n (j - 1))
    (h N : ℕ) :
    ∑ k ∈ range (N + 1), (f h N k : R) * u 0 ((h : ℤ) + N - 2 * k) = u N h := by
  rw [← path_sum_rule u hb hr N h (by omega)]
  simp only [f, Finset.card_filter, Nat.cast_sum, Finset.sum_mul]
  rw [Finset.sum_comm]
  refine Finset.sum_congr rfl fun s _ => ?_
  have hd : downs s ≤ N := (Finset.card_filter_le _ _).trans (by simp)
  -- each path contributes only to its own value of `k`
  rw [Finset.sum_eq_single (downs s)]
  · by_cases hs : Admissible h s <;> simp [hs, height_end]
  · intro k _ hk
    simp [hk.symm]
  · intro hn
    exact absurd (Finset.mem_range.2 (by omega)) hn
```

## Dimension

Take $u=2^n(j+1)$. It vanishes at $j=-1$, and $2^n(j+2)+2^nj=2^{n+1}(j+1)$, which `ring` confirms. Hence
$$\sum_{k=0}^{N}(h+N-2k+1)\,f_h(N,k)=(h+1)\,2^N,$$
the multiplicities $2S+1$ on the left and the dimension of core times $N$ spins on the right.

```lean
/-- For `N` electrons coupled to a core with `2S₀ = h`, the multiplicities
`2S + 1 = h + N - 2k + 1` weighted by the path counts add up to `(h + 1) 2^N`. -/
theorem dimension_sum_core (h N : ℕ) :
    ∑ k ∈ range (N + 1), ((h : ℤ) + N - 2 * k + 1) * (f h N k : ℤ) = ((h : ℤ) + 1) * 2 ^ N := by
  have := branching_sum_rule (fun n j => (2 : ℤ) ^ n * (j + 1))
    (fun n => by simp) (fun n j _ => by ring) h N
  refine Eq.trans (Finset.sum_congr rfl fun k _ => ?_) (this.trans ?_)
  all_goals ring
```

For $h=0$ the terms with $2k>N$ vanish by `f_eq_zero`, and `Finset.sum_subset` removes them. The division in `range (N / 2 + 1)` rounds down, so $k$ runs over $2k\le N$:
$$\sum_{2k\le N}(N-2k+1)\,f(N,k)=2^N.$$
For $N=0$ this reads $1=1$, and for $N=2$ a triplet and a singlet give $3+1=4$.

```lean
/-- The sum over `2k ≤ N` of the multiplicity `N - 2k + 1` times the number of admissible
paths from `2S₀ = 0` with `k` down steps is `2^N`. -/
theorem dimension_sum (N : ℕ) :
    ∑ k ∈ range (N / 2 + 1), ((N : ℤ) - 2 * k + 1) * (f 0 N k : ℤ) = 2 ^ N := by
  have := dimension_sum_core 0 N
  simp only [Nat.cast_zero, zero_add, one_mul] at this
  rw [← this]
  apply Finset.sum_subset
  · intro k hk
    simp only [Finset.mem_range] at hk ⊢
    omega
  · intro k _ hk
    simp only [Finset.mem_range] at hk
    rw [f_eq_zero 0 N k (by omega)]
    simp
```

## Sum of $S(S+1)$

Take $u=2^n(j+1)\left[\tfrac j2\left(\tfrac j2+1\right)+\tfrac{3n}4\right]$. With $x=j+1$ this is $2^n(x^3-x+3nx)/4$, zero at $x=0$. Using $(x+1)^3+(x-1)^3=2x^3+6x$, the values at $x\pm1$ add to $2^{n+1}\left(x^3-x+3(n+1)x\right)/4$. With $S=(h+N)/2-k$,
$$\sum_{k=0}^{N}f_h(N,k)\,(2S+1)\,S(S+1)=2^N(2S_0+1)\left[S_0(S_0+1)+\tfrac{3N}4\right].$$
Physically both sides are read as the trace of the squared total spin in units of $\hbar^2$.

```lean
/-- With `S = (h + N)/2 - k` and `S₀ = h/2`, the sum of `(2S + 1) S (S + 1)` weighted by the
path counts is `2^N (2S₀ + 1) (S₀ (S₀ + 1) + 3N/4)`. -/
theorem casimir_sum (h N : ℕ) :
    ∑ k ∈ range (N + 1), (f h N k : ℝ) * ((2 * (((h : ℝ) + N) / 2 - k) + 1) *
        ((((h : ℝ) + N) / 2 - k) * (((h : ℝ) + N) / 2 - k + 1)))
      = 2 ^ N * ((h : ℝ) + 1) * ((h : ℝ) / 2 * ((h : ℝ) / 2 + 1) + 3 * N / 4) := by
  have := branching_sum_rule
    (fun n j => (2 : ℝ) ^ n * ((j : ℝ) + 1) * ((j : ℝ) / 2 * ((j : ℝ) / 2 + 1) + 3 * n / 4))
    (fun n => by simp) (fun n j _ => by push_cast; ring) h N
  refine Eq.trans (Finset.sum_congr rfl fun k _ => ?_) (this.trans ?_)
  all_goals ((try push_cast); ring)
```

## Characters

For real $\theta$ take $u=(2\cos\theta)^n\sin((j+1)\theta)$. It vanishes at $j=-1$, and with $A=(j+1)\theta$ the recursion is $\sin(A+\theta)+\sin(A-\theta)=2\cos\theta\sin A$, from `Real.sin_add` and `Real.sin_sub`. Therefore
$$\sum_{k=0}^{N}f_h(N,k)\sin\big((h+N-2k+1)\theta\big)=(2\cos\theta)^N\sin\big((h+1)\theta\big).$$
The theorem is stated undivided and holds for every $\theta$. Where $\sin\theta\ne0$, the quotient $\sin((2S+1)\theta)/\sin\theta$ is the spin-$S$ character for rotation angle $2\theta$.

```lean
/-- The sum of `sin ((2S + 1) θ)` with `2S = h + N - 2k`, weighted by the path counts, is
`(2 cos θ)^N sin ((h + 1) θ)`. -/
theorem character_sum (h N : ℕ) (θ : ℝ) :
    ∑ k ∈ range (N + 1), (f h N k : ℝ) * Real.sin (((h : ℝ) + N - 2 * k + 1) * θ)
      = (2 * Real.cos θ) ^ N * Real.sin (((h : ℝ) + 1) * θ) := by
  have := branching_sum_rule
    (fun n j => (2 * Real.cos θ) ^ n * Real.sin (((j : ℝ) + 1) * θ))
    (fun n => by simp)
    (fun n j _ => by
      have e1 : ((j : ℝ) + 1 + 1) * θ = ((j : ℝ) + 1) * θ + θ := by ring
      have e2 : ((j : ℝ) - 1 + 1) * θ = ((j : ℝ) + 1) * θ - θ := by ring
      push_cast
      rw [e1, e2, Real.sin_add, Real.sin_sub]
      ring) h N
  simpa using this

end

end GenealogicalSpinFunctions
```

```lean
#print axioms GenealogicalSpinFunctions.branching_sum_rule
-- 'GenealogicalSpinFunctions.branching_sum_rule' depends on axioms: [propext, Classical.choice, Quot.sound]
#print axioms GenealogicalSpinFunctions.dimension_sum
-- 'GenealogicalSpinFunctions.dimension_sum' depends on axioms: [propext, Classical.choice, Quot.sound]
#print axioms GenealogicalSpinFunctions.casimir_sum
-- 'GenealogicalSpinFunctions.casimir_sum' depends on axioms: [propext, Classical.choice, Quot.sound]
#print axioms GenealogicalSpinFunctions.character_sum
-- 'GenealogicalSpinFunctions.character_sum' depends on axioms: [propext, Classical.choice, Quot.sound]
```

## Dropping a hypothesis, and another model

Lean has not been asked to check the following remarks. Without `hb`, $u=2^n$ still obeys the recursion, but for $h=0$, $N=1$ the only admissible path is the up step, so the sum is $1$ while $u(1,0)=2$. Without `hh`, the start $h=-2$ admits no path, so the sum is $0$, while $u=2^n(j+1)$ gives $u(N,-2)=-2^N$.

One could instead work in $(\mathbb C^2)^{\otimes N}$ and define $f(N,k)$ as the dimension of the space of states with projection $M=N/2-k$ annihilated by the total raising operator. The exhaustion of the spin space would then be a statement about vectors, and the equality of that dimension with the path count would need a separate proof, for example from the coupling rule.
